# The exact partition function of a one-dimensional harmonic ring polymer with any number of beads

## Two beads

Take two beads at positions $x_0$ and $x_1$ on a line, joined by two springs so that the chain closes into a ring. Up to a common factor, their springs and harmonic wells contribute

$$S = 2(x_1-x_0)^2+\varepsilon^2(x_0^2+x_1^2),$$

where $\varepsilon>0$ measures the strength of the well. Choose $\theta$ with $2\sinh(\theta/2)=\varepsilon$ and put $a=e^{\theta/2}$, $b=e^{-\theta/2}$. Then $ab=1$ and $a^2+b^2=2+\varepsilon^2$, so

$$S=(ax_0-bx_1)^2+(ax_1-bx_0)^2 .$$

In the variables $y_0=ax_0-bx_1$ and $y_1=ax_1-bx_0$ the Gaussian integral separates. The change of variables has determinant $a^2-b^2=2\sinh\theta$, and its inverse is the partition function once the free-particle normalisation is included. The same steps work for $P$ beads.

## The ring polymer

A particle of mass $m$ in a well of frequency $\omega$, at inverse temperature $\beta$, is represented by $P\ge 1$ beads $x_0,\dots,x_{P-1}$ with $x_P=x_0$ and energy

$$U(x)=\sum_{j=0}^{P-1}\left[\frac m2\Big(\frac{P}{\beta\hbar}\Big)^2(x_{j+1}-x_j)^2+\frac{m\omega^2}{2}x_j^2\right].$$

The partition function is

$$Z_P=\Big(\frac{mP}{2\pi\beta\hbar^2}\Big)^{P/2}\int e^{-\beta U(x)/P}\,d^Px .$$

The prefactor normalises the free-particle propagator on each of the $P$ imaginary-time slices.

## What is proved

- For $P\ge1$ and every real $\theta$,
$$\prod_{k=0}^{P-1}\big(4\sin^2(\pi k/P)+4\sinh^2(\theta/2)\big)=4\sinh^2(P\theta/2).$$
- For positive $m,\omega,\beta,\hbar$ and $2\sinh(\theta/2)=\beta\hbar\omega/P$,
$$Z_P=\frac{1}{2\sinh(P\theta/2)}.$$
- As $P\to\infty$, $Z_P\to 1/(2\sinh(\beta\hbar\omega/2))$.

For a single harmonic oscillator in one dimension, comparing the second formula with the limit gives the bead-number error of the partition function in closed form. The formula can serve as a reference value at finite $P$ for path-integral calculations that use this same discretisation.

In Lean, `ringEnergy` is $U$ and `partitionFunction` is $Z_P$, defined as the full $P$-dimensional integral and not through normal modes. Positions are functions `Fin P → ℝ`, and addition in `Fin P` is cyclic, so `x (j + 1)` closes the ring. For $P=1$ the bead is its own neighbour and the spring term vanishes. The condition `[NeZero P]` means $P\ge1$; in `prod_normal_modes` this is `0 < P`.

The hypothesis `hθ` only names $\theta$: the solution $\theta=2\operatorname{arsinh}(\beta\hbar\omega/2P)$ always exists. Positive $\omega$ binds the ring to the well; a free ring could drift, and its integral would diverge. Since Mathlib gives a divergent integral the value 0, the positive result also shows convergence.

The model is one particle in one dimension with a purely harmonic potential. The discretised integral is the starting point, not derived from the Hamiltonian, and the limit is identified with the quantum value through its known closed form, not through a trace over energy levels.

## Derivation

**The product.** Let $\zeta=e^{2\pi i/P}$. The roots of $z^P=b^P$ are $\zeta^kb$, so

$$a^P-b^P=\prod_{k=0}^{P-1}(a-\zeta^kb).$$

With $ab=1$, each factor has squared modulus

$$a^2+b^2-2\cos\frac{2\pi k}{P}=(a-b)^2+2\Big(1-\cos\frac{2\pi k}{P}\Big)=4\sinh^2\frac\theta2+4\sin^2\frac{\pi k}{P}.$$

Since $a^P-b^P=2\sinh(P\theta/2)$, taking squared moduli gives the product identity.

**The squares.** Set $\varepsilon=\beta\hbar\omega/P$ and $c=mP/(\beta\hbar^2)$. The Boltzmann exponent is

$$-\frac{\beta}{P}U=-\frac c2\sum_j\big[(x_{j+1}-x_j)^2+\varepsilon^2x_j^2\big].$$

Define link variables $y_j=ax_j-bx_{j+1}$. Using $ab=1$ and $a^2+b^2=2+\varepsilon^2$,

$$y_j^2-\big[(x_{j+1}-x_j)^2+\varepsilon^2x_j^2\big]=(b^2-1)(x_{j+1}^2-x_j^2),$$

which sums to zero around the ring. The exponent is therefore $-\frac c2\sum_jy_j^2$.

**The determinant.** Write $y=Bx$. The Fourier mode $v_j=\zeta^{kj}$ satisfies $(Bv)_j=(a-\zeta^kb)v_j$, including at the closing link because $\zeta^{kP}=1$. The $P$ modes are independent, so

$$\det B=\prod_{k=0}^{P-1}(a-\zeta^kb)=2\sinh(P\theta/2)>0.$$

**The integral.** From $d^Py=\det B\,d^Px$,

$$Z_P=\Big(\frac{c}{2\pi}\Big)^{P/2}\frac{1}{\det B}\Big(\frac{2\pi}{c}\Big)^{P/2}=\frac{1}{2\sinh(P\theta/2)}.$$

**Many beads.** Here $P\theta/2=P\operatorname{arsinh}(\beta\hbar\omega/2P)$, which tends to $\beta\hbar\omega/2$ because $\operatorname{arsinh}$ has slope 1 at the origin.

## A ring closed with a sign change

If the ring closes with $x_P=-x_0$, the squares still telescope, and the phases become $e^{2\pi i(k+1/2)/P}$. The determinant is then $a^P+b^P$, and the same argument gives

$$\prod_{k=0}^{P-1}\Big(4\sin^2\frac{\pi(k+\frac12)}{P}+4\sinh^2\frac\theta2\Big)=4\cosh^2\frac{P\theta}{2}.$$

This variant is not part of the Lean file.

## The Lean file

```lean
import Mathlib

open MeasureTheory Filter
open scoped Real Matrix Topology

namespace HarmonicRingPolymer

noncomputable section

/-- Energy of a ring of `P` beads in a harmonic well: springs of frequency `P / (β hbar)`
join cyclic neighbours, for nonzero `β` and `hbar`. -/
def ringEnergy {P : ℕ} [NeZero P] (m ω β hbar : ℝ) (x : Fin P → ℝ) : ℝ :=
  ∑ j, (m * (P / (β * hbar)) ^ 2 / 2 * (x (j + 1) - x j) ^ 2 + m * ω ^ 2 / 2 * x j ^ 2)

/-- The `P`-bead partition function: the integral over all bead positions of the Boltzmann factor at
inverse temperature `β / P`, with the free-particle prefactor, for positive `m`, `ω`, `β` and
`hbar`. -/
def partitionFunction (P : ℕ) [NeZero P] (m ω β hbar : ℝ) : ℝ :=
  √(m * P / (2 * π * β * hbar ^ 2)) ^ P *
    ∫ x : Fin P → ℝ, Real.exp (-(β / P) * ringEnergy m ω β hbar x)

/-- The matrix that sends bead positions `x j` to the link variables `a x j - b x (j+1)`
on a closed ring. -/
def linkMatrix {R : Type*} [Ring R] (P : ℕ) [NeZero P] (a b : R) :
    Matrix (Fin P) (Fin P) R :=
  Matrix.of fun i j => (if j = i then a else 0) - (if j = i + 1 then b else 0)

/-- The link matrix combines each bead with its next neighbour on the ring. -/
theorem linkMatrix_mulVec {R : Type*} [Ring R] {P : ℕ} [NeZero P] (a b : R)
    (x : Fin P → R) (i : Fin P) :
    (linkMatrix P a b *ᵥ x) i = a * x i - b * x (i + 1) := by
  simp [linkMatrix, Matrix.mulVec, dotProduct, sub_mul, Finset.sum_sub_distrib, ite_mul]

/-- The product of `a - ζ^k b` over the `P` Fourier phases of a ring is `a^P - b^P`,
for `P` at least 1. -/
theorem prod_fourier_phases {P : ℕ} (hP : 0 < P) (a b : ℂ) :
    ∏ k ∈ Finset.range P, (a - Complex.exp (2 * π * Complex.I / P) ^ k * b)
      = a ^ P - b ^ P := by
  have hζ := Complex.isPrimitiveRoot_exp P hP.ne'
  have h := congrArg (Polynomial.eval a)
    (X_pow_sub_C_eq_prod hζ hP (rfl : b ^ P = b ^ P))
  simp only [Polynomial.eval_prod, Polynomial.eval_sub, Polynomial.eval_pow,
    Polynomial.eval_X, Polynomial.eval_C] at h
  exact h.symm

/-- The difference of the `P`-th powers of `exp (θ/2)` and `exp (-θ/2)` is
`2 sinh (P θ/2)`. -/
theorem exp_pow_sub (P : ℕ) (θ : ℝ) :
    Real.exp (θ / 2) ^ P - Real.exp (-(θ / 2)) ^ P = 2 * Real.sinh (P * θ / 2) := by
  rw [Real.sinh_eq, ← Real.exp_nat_mul, ← Real.exp_nat_mul,
    show (P : ℝ) * (θ / 2) = P * θ / 2 by ring,
    show (P : ℝ) * (-(θ / 2)) = -(P * θ / 2) by ring]
  ring

/-- Product over the normal modes of a ring of `P` beads, `P` at least 1:
the factors `4 sin² (π k/P) + 4 sinh² (θ/2)` multiply to `4 sinh² (P θ/2)`. -/
theorem prod_normal_modes {P : ℕ} (hP : 0 < P) (θ : ℝ) :
    ∏ k ∈ Finset.range P, (4 * Real.sin (π * k / P) ^ 2 + 4 * Real.sinh (θ / 2) ^ 2)
      = 4 * Real.sinh (P * θ / 2) ^ 2 := by
  have key : ∀ a b C S : ℝ, Complex.normSq ((a : ℂ) - (C + S * Complex.I) * b)
      = (a - C * b) ^ 2 + (S * b) ^ 2 := by
    intro a b C S
    rw [Complex.normSq_apply]
    simp
    ring
  have hab : Real.exp (θ / 2) * Real.exp (-(θ / 2)) = 1 := by
    rw [← Real.exp_add, add_neg_cancel, Real.exp_zero]
  calc _ = ∏ k ∈ Finset.range P, Complex.normSq ((Real.exp (θ / 2) : ℂ)
          - Complex.exp (2 * π * Complex.I / P) ^ k * (Real.exp (-(θ / 2)) : ℂ)) := by
        -- each factor is the squared modulus of a complex one
        refine Finset.prod_congr rfl fun k _ => ?_
        have hz : Complex.exp (2 * π * Complex.I / P) ^ k
            = (Real.cos (2 * (π * k / P)) : ℂ)
              + (Real.sin (2 * (π * k / P)) : ℂ) * Complex.I := by
          rw [← Complex.exp_nat_mul, Complex.ofReal_cos, Complex.ofReal_sin,
            ← Complex.exp_mul_I]
          congr 1
          push_cast
          ring
        have h1 := Real.sin_sq_add_cos_sq (2 * (π * k / P))
        have h2 : Real.cos (2 * (π * k / P)) = 1 - 2 * Real.sin (π * k / P) ^ 2 := by
          linarith [Real.cos_two_mul (π * k / P), Real.sin_sq_add_cos_sq (π * k / P)]
        rw [hz, key, Real.sinh_eq]
        linear_combination -Real.exp (-(θ / 2)) ^ 2 * h1
          + 2 * Real.exp (θ / 2) * Real.exp (-(θ / 2)) * h2
          - 4 * Real.sin (π * k / P) ^ 2 * hab
    _ = Complex.normSq (∏ k ∈ Finset.range P, ((Real.exp (θ / 2) : ℂ)
          - Complex.exp (2 * π * Complex.I / P) ^ k * (Real.exp (-(θ / 2)) : ℂ))) :=
        (map_prod Complex.normSq _ _).symm
    _ = Complex.normSq ((2 * Real.sinh (P * θ / 2) : ℝ) : ℂ) := by
        rw [prod_fourier_phases hP, ← exp_pow_sub P θ, Complex.ofReal_sub,
          Complex.ofReal_pow, Complex.ofReal_pow]
    _ = _ := by
        rw [Complex.normSq_ofReal]
        ring

/-- The link matrix of a closed ring of `P` beads has determinant `a^P - b^P`. -/
theorem det_linkMatrix (P : ℕ) [NeZero P] (a b : ℝ) :
    (linkMatrix P a b).det = a ^ P - b ^ P := by
  have hζ := Complex.isPrimitiveRoot_exp P (NeZero.ne P)
  have hprod := prod_fourier_phases (NeZero.pos P) (a : ℂ) b
  set ζ := Complex.exp (2 * π * Complex.I / P)
  let V : Matrix (Fin P) (Fin P) ℂ := (Matrix.vandermonde fun k : Fin P => ζ ^ (k : ℕ))ᵀ
  have hV : V.det ≠ 0 := by
    rw [Matrix.det_transpose, Matrix.det_vandermonde_ne_zero_iff]
    intro i j h
    exact Fin.ext (hζ.pow_inj i.2 j.2 h)
  -- the columns of V are Fourier modes, hence eigenvectors
  have hBV : linkMatrix P (a : ℂ) b * V
      = V * Matrix.diagonal fun k : Fin P => (a : ℂ) - ζ ^ (k : ℕ) * b := by
    ext i k
    have hk : (ζ ^ (k : ℕ)) ^ P = 1 := by
      rw [← pow_mul, mul_comm, pow_mul, hζ.pow_eq_one, one_pow]
    have hi : ((i + 1 : Fin P) : ℕ) = ((i : ℕ) + 1) % P := by simp [Fin.val_add]
    have hs : V (i + 1) k = V i k * ζ ^ (k : ℕ) := by
      change (ζ ^ (k : ℕ)) ^ ((i + 1 : Fin P) : ℕ) = (ζ ^ (k : ℕ)) ^ (i : ℕ) * ζ ^ (k : ℕ)
      rw [hi, ← pow_eq_pow_mod _ hk, pow_succ]
    rw [Matrix.mul_diagonal]
    change (linkMatrix P (a : ℂ) b *ᵥ fun j => V j k) i = _
    rw [linkMatrix_mulVec, hs]
    ring
  have hd := congrArg Matrix.det hBV
  rw [Matrix.det_mul, Matrix.det_mul, Matrix.det_diagonal] at hd
  have hdet := mul_right_cancel₀ hV (hd.trans (mul_comm _ _))
  rw [Fin.prod_univ_eq_prod_range (fun k => (a : ℂ) - ζ ^ k * b) P, hprod] at hdet
  have e : Complex.ofRealHom.mapMatrix (linkMatrix P a b) = linkMatrix P (a : ℂ) b := by
    ext i j
    simp only [RingHom.mapMatrix_apply, Matrix.map_apply, linkMatrix, Matrix.of_apply]
    split_ifs <;> simp
  have h := Complex.ofRealHom.map_det (linkMatrix P a b)
  rw [e, hdet] at h
  apply Complex.ofReal_injective
  rw [Complex.ofReal_sub, Complex.ofReal_pow, Complex.ofReal_pow]
  exact h

/-- If `a b = 1` and `a² + b² = 2 + ε²`, the discretised oscillator action on a ring, without its
constant prefactor, is the sum of the squared link variables. -/
theorem action_eq_sum_sq {P : ℕ} [NeZero P] {a b ε : ℝ} (hab : a * b = 1)
    (he : a ^ 2 + b ^ 2 = 2 + ε ^ 2) (x : Fin P → ℝ) :
    ∑ j, ((x (j + 1) - x j) ^ 2 + ε ^ 2 * x j ^ 2)
      = ∑ j, (linkMatrix P a b *ᵥ x) j ^ 2 := by
  have hs : ∑ j, x (j + 1) ^ 2 = ∑ j, x j ^ 2 :=
    Equiv.sum_comp (Equiv.addRight (1 : Fin P)) (fun j => x j ^ 2)
  -- the two sides differ by a term that telescopes around the ring
  have h0 : ∑ j, (b ^ 2 - 1) * (x (j + 1) ^ 2 - x j ^ 2) = 0 := by
    rw [← Finset.mul_sum, Finset.sum_sub_distrib, hs, sub_self, mul_zero]
  rw [← add_zero (∑ j, ((x (j + 1) - x j) ^ 2 + ε ^ 2 * x j ^ 2)), ← h0,
    ← Finset.sum_add_distrib]
  refine Finset.sum_congr rfl fun j _ => ?_
  rw [linkMatrix_mulVec]
  linear_combination -x j ^ 2 * he + 2 * x j * x (j + 1) * hab

/-- Gaussian integral over `P` coordinates after an invertible linear map `B`, for `c > 0`. -/
theorem gaussian_integral {P : ℕ} {B : Matrix (Fin P) (Fin P) ℝ} (hB : B.det ≠ 0)
    {c : ℝ} (hc : 0 < c) :
    ∫ x : Fin P → ℝ, Real.exp (-(c / 2) * ∑ j, (B *ᵥ x) j ^ 2)
      = |B.det|⁻¹ * √(2 * π / c) ^ P := by
  have hg : Continuous fun y : Fin P → ℝ => Real.exp (-(c / 2) * ∑ j, y j ^ 2) := by
    fun_prop
  have hL : Measurable (Matrix.toLin' B) :=
    (LinearMap.continuous_of_finiteDimensional _).measurable
  have h := integral_map (μ := volume) hL.aemeasurable hg.aestronglyMeasurable
  rw [Real.map_matrix_volume_pi_eq_smul_volume_pi hB, integral_smul_measure,
    ENNReal.toReal_ofReal (abs_nonneg _), smul_eq_mul, abs_inv] at h
  simp only [Matrix.toLin'_apply] at h
  rw [← h]
  congr 1
  -- the integral factorises into one-dimensional Gaussians
  simp only [Finset.mul_sum, Real.exp_sum]
  rw [integral_fintype_prod_volume_eq_prod
    (f := fun (_ : Fin P) (y : ℝ) => Real.exp (-(c / 2) * y ^ 2))]
  rw [Finset.prod_const, Finset.card_univ, Fintype.card_fin, integral_gaussian,
    show π / (c / 2) = 2 * π / c by field_simp]

/-- For positive `m`, `ω`, `β`, `hbar` and `2 sinh (θ/2) = β hbar ω / P`, the `P`-bead
partition function of the harmonic oscillator is `1 / (2 sinh (P θ/2))`. -/
theorem partitionFunction_eq (P : ℕ) [NeZero P] {m ω β hbar θ : ℝ} (hm : 0 < m)
    (hω : 0 < ω) (hβ : 0 < β) (hh : 0 < hbar)
    (hθ : 2 * Real.sinh (θ / 2) = β * hbar * ω / P) :
    partitionFunction P m ω β hbar = 1 / (2 * Real.sinh (P * θ / 2)) := by
  have hP : (0 : ℝ) < P := Nat.cast_pos.2 (NeZero.pos P)
  have hε : 0 < β * hbar * ω / P := by positivity
  have hθ0 : 0 < θ / 2 := Real.sinh_pos_iff.1 (by linarith)
  have hS : 0 < 2 * Real.sinh (P * θ / 2) :=
    mul_pos two_pos (Real.sinh_pos_iff.2 (by rw [mul_div_assoc]; exact mul_pos hP hθ0))
  have hab : Real.exp (θ / 2) * Real.exp (-(θ / 2)) = 1 := by
    rw [← Real.exp_add, add_neg_cancel, Real.exp_zero]
  have he : Real.exp (θ / 2) ^ 2 + Real.exp (-(θ / 2)) ^ 2
      = 2 + (β * hbar * ω / P) ^ 2 := by
    rw [← hθ, Real.sinh_eq]
    linear_combination 2 * hab
  have hdet := (det_linkMatrix P (Real.exp (θ / 2)) (Real.exp (-(θ / 2)))).trans
    (exp_pow_sub P θ)
  have hc : 0 < m * P / (β * hbar ^ 2) := by positivity
  -- the Boltzmann exponent in link variables
  have hE : ∀ x : Fin P → ℝ, -(β / P) * ringEnergy m ω β hbar x
      = -(m * P / (β * hbar ^ 2) / 2) *
        ∑ j, (linkMatrix P (Real.exp (θ / 2)) (Real.exp (-(θ / 2))) *ᵥ x) j ^ 2 := by
    intro x
    rw [← action_eq_sum_sq hab he, ringEnergy, Finset.mul_sum, Finset.mul_sum]
    refine Finset.sum_congr rfl fun j _ => ?_
    field_simp
  have h1 : √(m * P / (2 * π * β * hbar ^ 2)) * √(2 * π / (m * P / (β * hbar ^ 2)))
      = 1 := by
    rw [← Real.sqrt_mul (by positivity), Real.sqrt_eq_one]
    field_simp
  unfold partitionFunction
  simp_rw [hE]
  rw [gaussian_integral (by rw [hdet]; exact hS.ne') hc, hdet, abs_of_pos hS,
    mul_left_comm, ← mul_pow, h1, one_pow, mul_one, one_div]

/-- For positive `m`, `ω`, `β` and `hbar`, the `P`-bead partition function tends to the
quantum oscillator value `1 / (2 sinh (β hbar ω/2))` as the number of beads grows. -/
theorem partitionFunction_tendsto {m ω β hbar : ℝ} (hm : 0 < m) (hω : 0 < ω)
    (hβ : 0 < β) (hh : 0 < hbar) :
    Tendsto (fun n : ℕ => partitionFunction (n + 1) m ω β hbar) atTop
      (𝓝 (1 / (2 * Real.sinh (β * hbar * ω / 2)))) := by
  have hd : HasDerivAt (fun t : ℝ => Real.arsinh (β * hbar * ω / 2 * t))
      (β * hbar * ω / 2) 0 := by
    simpa using ((hasDerivAt_id (0 : ℝ)).const_mul (β * hbar * ω / 2)).arsinh
  have ht : Tendsto (fun n : ℕ => 1 / ((n : ℝ) + 1)) atTop (𝓝[≠] 0) :=
    tendsto_nhdsWithin_iff.2 ⟨tendsto_one_div_add_atTop_nhds_zero_nat,
      Eventually.of_forall fun n => (by positivity : 1 / ((n : ℝ) + 1) ≠ 0)⟩
  -- the slope of arsinh at the origin gives the limit of P θ/2
  have h3 := (hasDerivAt_iff_tendsto_slope_zero.1 hd).comp ht
  have hx : 0 < Real.sinh (β * hbar * ω / 2) := Real.sinh_pos_iff.2 (by positivity)
  have h5 := (tendsto_const_nhds (x := (1 : ℝ))).div
    (((Real.continuous_sinh.tendsto _).comp h3).const_mul 2) (mul_pos two_pos hx).ne'
  refine h5.congr fun n => ?_
  have hθ : 2 * Real.sinh (2 * Real.arsinh (β * hbar * ω / 2 * (1 / ((n : ℝ) + 1))) / 2)
      = β * hbar * ω / ((n + 1 : ℕ) : ℝ) := by
    rw [mul_div_cancel_left₀ _ (two_ne_zero' ℝ), Real.sinh_arsinh]
    push_cast
    ring
  rw [partitionFunction_eq (n + 1) hm hω hβ hh hθ]
  simp only [Function.comp_apply, zero_add, mul_zero, Real.arsinh_zero, sub_zero,
    smul_eq_mul, Pi.div_apply]
  congr 3
  push_cast
  rw [one_div, inv_inv]
  ring

end

end HarmonicRingPolymer
```

```lean
#print axioms HarmonicRingPolymer.prod_normal_modes
-- 'HarmonicRingPolymer.prod_normal_modes' depends on axioms: [propext, Classical.choice, Quot.sound]
#print axioms HarmonicRingPolymer.partitionFunction_tendsto
-- 'HarmonicRingPolymer.partitionFunction_tendsto' depends on axioms: [propext, Classical.choice, Quot.sound]
```

## From link variables to the theorems

`linkMatrix` is $B$, and `linkMatrix_mulVec` confirms that it produces $ax_i-bx_{i+1}$. It is defined over any ring because the integral needs real entries and the Fourier modes need complex ones.

`prod_fourier_phases` evaluates Mathlib's factorisation of $X^P-b^P$ at $a$, and `exp_pow_sub` turns the difference of powers into a hyperbolic sine. In `prod_normal_modes`, the `calc` chain replaces each factor by a squared modulus, moves `Complex.normSq` outside the product and applies these two lemmas. The `linear_combination` step combines the double-angle formula with $ab=1$.

`det_linkMatrix` collects the Fourier modes in a transposed Vandermonde matrix `V`. Distinct phases make its determinant nonzero, `hBV` is the eigenvalue equation, and cancelling `V.det` leaves the product of eigenvalues. The last lines carry the result from complex to real numbers.

In `action_eq_sum_sq`, `hs` shifts the summation index around the ring and `h0` is the telescoping remainder. `gaussian_integral` uses Mathlib's rule for volume under an invertible matrix, then splits the integral into one-dimensional Gaussians.

`partitionFunction_eq` assembles these results: `hE` rewrites the exponent in link variables, and `h1` cancels one factor of the normalisation against the value of one Gaussian integral. It takes the determinant directly, so it does not need `prod_normal_modes`; the two theorems share the factorisation over phases.

`partitionFunction_tendsto` uses $n+1$ beads to avoid an empty ring. It expresses the slope of $\operatorname{arsinh}$ at zero as a limit of difference quotients, evaluates them at $1/(n+1)$, and passes to the limit through the continuity of $\sinh$.
